# Equal muon spreading along three axes leaves the field of finitely many point dipoles unchanged to second order

I put a unit dipole pointing along $z$ at the point $e_z$, and a muon at the origin. In units with $\mu_0/4\pi=1$ the muon sees $B_z=2$. To imitate zero-point motion I move it to $\pm h e_z$ and average:

$$\tfrac12\left[\frac{2}{(1-h)^3}+\frac{2}{(1+h)^3}\right]=2+12h^2+\dots$$

So spreading seems to raise the field at order $h^2$. Yet I have been told that an isotropic spread has no effect at this order. Do the sideways displacements really cancel the $12h^2$ completely? And if they do, is that an accident of my muon sitting on the dipole's axis?

## The sideways steps cancel the axial one, for any arrangement of dipoles

They cancel it completely. At $\pm h e_x$ the distance to your dipole is $\sqrt{1+h^2}$, so

$$B_z=\frac{3}{(1+h^2)^{5/2}}-\frac{1}{(1+h^2)^{3/2}}=3-\tfrac{15}{2}h^2-1+\tfrac32h^2+\dots=2-6h^2+\dots,$$

and the same holds at $\pm h e_y$. The six-point average is the mean of the three pair averages, and its $h^2$ coefficient is $(12-6-6)/3=0$.

This is no accident of position. Let $d\neq0$ be the displacement from a dipole $m$ to the muon, and let $u=1/|d|$. Component $j$ of the field is

$$B_j=3(m\cdot d)\,d_j\,u^5-m_j u^3 .$$

Along axis $i$ we have $\partial_i u=-d_i u^3$, hence $\partial_i u^n=-n\,d_i u^{n+2}$. One derivative gives

$$\partial_iB_j=3\left[m_id_j+(m\cdot d)\delta_{ij}+m_jd_i\right]u^5-15(m\cdot d)\,d_jd_i\,u^7,$$

and a second one gives the curvature along axis $i$:

$$\begin{aligned}\partial_i^2B_j={}&(6m_i\delta_{ij}+3m_j)u^5\\&-\left[30d_i\big(m_id_j+(m\cdot d)\delta_{ij}\big)+15(m\cdot d)d_j+15m_jd_i^2\right]u^7\\&+105(m\cdot d)\,d_jd_i^2\,u^9 .\end{aligned}$$

Now sum over $i$. The $u^5$ terms give $(6+9)m_j=15m_j$. The bracket gives $(30+30+45)(m\cdot d)d_j+15m_j|d|^2$. The last term gives $105(m\cdot d)d_j|d|^2$. Since $|d|^2u^2=1$,

$$\sum_i\partial_i^2B_j=15m_ju^5-105(m\cdot d)d_ju^7-15m_ju^5+105(m\cdot d)d_ju^7=0 .$$

This is Laplace's equation for each Cartesian component of the field.

To connect curvatures with averages, let $f(t)$ be a field component after a step $t$ along one axis. Numerator and denominator of the symmetric second difference both vanish at $h=0$, so l'Hôpital's rule gives

$$\lim_{h\to0}\frac{f(h)+f(-h)-2f(0)}{h^2}=\lim_{h\to0}\frac{f'(h)-f'(-h)}{2h}=f''(0).$$

The six-point average minus the central field, divided by $h^2$, is one sixth of the sum of three such quotients. Its limit is therefore one sixth of the summed curvatures. That is zero for each dipole, and so for any finite sum of dipoles.

Here is the same argument in Lean, including your two-point example.

```lean
import Mathlib

open Filter Topology Matrix

namespace MuonDipolarSpreading

noncomputable section

/-- The Cartesian unit vector along axis `i`. -/
def axis (i : Fin 3) : Fin 3 → ℝ := Pi.single i 1

/-- The inverse distance `1/|d|`, for a displacement `d ≠ 0`. -/
def invDist (d : Fin 3 → ℝ) : ℝ := 1 / √(d ⬝ᵥ d)

/-- The field `3(m·d)d/|d|⁵ - m/|d|³` of a point dipole `m` at displacement `d ≠ 0` from it,
in units with `μ₀/4π = 1`. -/
def dipoleField (m d : Fin 3 → ℝ) : Fin 3 → ℝ := fun j =>
  3 * (m ⬝ᵥ d * d j) * invDist d ^ 5 - m j * invDist d ^ 3

/-- The total field at `r` of dipoles `m k` at positions `R k`, for `r` away from all of them. -/
def totalField {ι : Type*} [Fintype ι] (m R : ι → Fin 3 → ℝ) (r : Fin 3 → ℝ) : Fin 3 → ℝ :=
  fun j => ∑ k, dipoleField (m k) (r - R k) j

/-- The average of a vector field `B` over the six points `r ± h eᵢ`. -/
def sixPointAverage (B : (Fin 3 → ℝ) → Fin 3 → ℝ) (r : Fin 3 → ℝ) (h : ℝ) : Fin 3 → ℝ :=
  (1 / 6 : ℝ) • ∑ i, (B (r + h • axis i) + B (r - h • axis i))

/-- The closed formula for the curvature along axis `i` of component `j` of the dipole field,
for a displacement `d ≠ 0`. -/
def curvature (m d : Fin 3 → ℝ) (i j : Fin 3) : ℝ :=
  (6 * m i * axis i j + 3 * m j) * invDist d ^ 5
    - (30 * d i * (m i * d j + m ⬝ᵥ d * axis i j) + 15 * (m ⬝ᵥ d) * d j
        + 15 * m j * d i ^ 2) * invDist d ^ 7
    + 105 * (m ⬝ᵥ d) * d j * d i ^ 2 * invDist d ^ 9

/-- A step `t` along axis `i` changes the projection `m·d` by `t mᵢ`. -/
theorem dot_shift (m d : Fin 3 → ℝ) (i : Fin 3) (t : ℝ) :
    m ⬝ᵥ (d + t • axis i) = m ⬝ᵥ d + t * m i := by
  simp [axis, dotProduct_add, dotProduct_smul]

/-- A nonzero displacement has positive squared length. -/
theorem dot_self_pos {d : Fin 3 → ℝ} (hd : d ≠ 0) : 0 < d ⬝ᵥ d := by
  have h0 : 0 ≤ d ⬝ᵥ d := Finset.sum_nonneg fun i _ => mul_self_nonneg (d i)
  exact lt_of_le_of_ne h0 fun h => hd (dotProduct_self_eq_zero.mp h.symm)

/-- Along axis `i` the inverse distance has slope `-xᵢ/|x|³` at every point
`x = d + t eᵢ` other than zero. -/
theorem invDist_hasDerivAt (d : Fin 3 → ℝ) (i : Fin 3) (t : ℝ) (ht : d + t • axis i ≠ 0) :
    HasDerivAt (fun s : ℝ => invDist (d + s • axis i))
      (-(d i + t) * invDist (d + t • axis i) ^ 3) t := by
  have hq : ∀ s : ℝ, (d + s • axis i) ⬝ᵥ (d + s • axis i)
      = d ⬝ᵥ d + s * (2 * d i) + s * s := by
    intro s
    have hi : (d + s • axis i) i = d i + s := by simp [axis]
    rw [dot_shift, dotProduct_comm (d + s • axis i) d, dot_shift, hi]
    ring
  have hpos := dot_self_pos ht
  rw [hq t] at hpos
  have h1 : HasDerivAt (fun s : ℝ => d ⬝ᵥ d + s * (2 * d i) + s * s) (2 * (d i + t)) t :=
    ((((hasDerivAt_id' t).mul_const (2 * d i)).const_add (d ⬝ᵥ d)).fun_add
      ((hasDerivAt_id' t).fun_mul (hasDerivAt_id' t))).congr_deriv (by ring)
  have hs : √(d ⬝ᵥ d + t * (2 * d i) + t * t) ≠ 0 := (Real.sqrt_pos.mpr hpos).ne'
  have hf : (fun s : ℝ => invDist (d + s • axis i))
      = fun s => 1 / √(d ⬝ᵥ d + s * (2 * d i) + s * s) := by
    funext s
    rw [invDist, hq]
  rw [hf, invDist, hq t]
  refine ((hasDerivAt_const t (1 : ℝ)).fun_div (h1.sqrt hpos.ne') hs).congr_deriv ?_
  field_simp
  ring

/-- If `f` has derivative `f'` near zero and `f'` has derivative `c` at zero, the symmetric second
difference of `f` divided by `h²` tends to `c`. -/
theorem second_difference_tendsto {f f' : ℝ → ℝ} {c : ℝ}
    (hf : ∀ᶠ t in 𝓝 (0 : ℝ), HasDerivAt f (f' t) t) (hf' : HasDerivAt f' c 0) :
    Tendsto (fun h => (f h + f (-h) - 2 * f 0) / h ^ 2) (𝓝[≠] 0) (𝓝 c) := by
  have hneg : Tendsto (fun t : ℝ => -t) (𝓝 0) (𝓝 0) :=
    Continuous.tendsto' continuous_neg 0 0 neg_zero
  have hf2 : ∀ᶠ t in 𝓝 (0 : ℝ), HasDerivAt f (f' (-t)) (-t) := hneg.eventually hf
  have hnum : ∀ᶠ t in 𝓝[≠] (0 : ℝ),
      HasDerivAt (fun h => f h + f (-h) - 2 * f 0) (f' t - f' (-t)) t := by
    filter_upwards [nhdsWithin_le_nhds hf, nhdsWithin_le_nhds hf2] with t h1 h2
    have h3 : HasDerivAt (fun h => f (-h)) (f' (-t) * (-1)) t := by
      have h4 := h2.comp t (hasDerivAt_neg t)
      exact h4
    exact ((h1.fun_add h3).sub_const (2 * f 0)).congr_deriv (by ring)
  have hden : ∀ᶠ t in 𝓝[≠] (0 : ℝ), HasDerivAt (fun h : ℝ => h ^ 2) (2 * t) t :=
    Eventually.of_forall fun t => by simpa using hasDerivAt_pow 2 t
  have hne : ∀ᶠ t in 𝓝[≠] (0 : ℝ), 2 * t ≠ 0 := by
    filter_upwards [self_mem_nhdsWithin] with t ht
    exact mul_ne_zero two_ne_zero ht
  have hc : Tendsto f (𝓝 0) (𝓝 (f 0)) := hf.self_of_nhds.continuousAt
  have hn0 : Tendsto (fun h => f h + f (-h) - 2 * f 0) (𝓝 0) (𝓝 0) := by
    have h5 := (hc.add (hc.comp hneg)).sub (tendsto_const_nhds (x := 2 * f 0))
    rw [show f 0 + f 0 - 2 * f 0 = 0 by ring] at h5
    exact h5
  have hd0 : Tendsto (fun h : ℝ => h ^ 2) (𝓝 0) (𝓝 0) :=
    Continuous.tendsto' (continuous_pow 2) 0 0 (by norm_num)
  -- the quotient of first derivatives is a difference quotient of `f'`
  have hdiv : Tendsto (fun t => (f' t - f' (-t)) / (2 * t)) (𝓝[≠] 0) (𝓝 c) := by
    have h8 : HasDerivAt f' c (-(0 : ℝ)) := by rw [neg_zero]; exact hf'
    have h9 := h8.comp (0 : ℝ) (hasDerivAt_neg (0 : ℝ))
    have h7 : HasDerivAt (fun t => f' t - f' (-t)) (2 * c) 0 :=
      (hf'.fun_sub h9).congr_deriv (by ring)
    have h10 := (hasDerivAt_iff_tendsto_slope.mp h7).div_const 2
    rw [show 2 * c / 2 = c by ring] at h10
    refine h10.congr fun t => ?_
    simp only [slope_def_field, neg_zero, sub_self, sub_zero, div_div, mul_comm t 2]
  exact HasDerivAt.lhopital_zero_nhdsNE hnum hden hne (hn0.mono_left nhdsWithin_le_nhds)
    (hd0.mono_left nhdsWithin_le_nhds) hdiv

/-- At a displacement `d ≠ 0`, the second difference of the dipole field along axis `i`, divided
by `h²`, tends to `curvature`. -/
theorem dipole_second_difference (m : Fin 3 → ℝ) {d : Fin 3 → ℝ} (hd : d ≠ 0) (i j : Fin 3) :
    Tendsto (fun h : ℝ => (dipoleField m (d + h • axis i) j + dipoleField m (d - h • axis i) j
      - 2 * dipoleField m d j) / h ^ 2) (𝓝[≠] 0) (𝓝 (curvature m d i j)) := by
  have h0 : d + (0 : ℝ) • axis i = d := by simp
  have hne : ∀ᶠ t : ℝ in 𝓝 0, d + t • axis i ≠ 0 := by
    have hc : Continuous fun t : ℝ => d + t • axis i := by fun_prop
    exact hc.continuousAt.eventually_ne (by rw [h0]; exact hd)
  have hl : ∀ p q t : ℝ, HasDerivAt (fun s => p + s * q) q t := fun p q t =>
    (((hasDerivAt_id' t).mul_const q).const_add p).congr_deriv (one_mul q)
  have hU : ∀ t : ℝ, d + t • axis i ≠ 0 → ∀ n : ℕ,
      HasDerivAt (fun s : ℝ => invDist (d + s • axis i) ^ (n + 1))
        (-((n : ℝ) + 1) * (d i + t) * invDist (d + t • axis i) ^ (n + 3)) t := by
    intro t ht n
    refine ((invDist_hasDerivAt d i t ht).fun_pow (n + 1)).congr_deriv ?_
    simp only [Nat.add_sub_cancel, Nat.cast_add, Nat.cast_one]
    ring
  have key := second_difference_tendsto (c := curvature m d i j)
    (f := fun t : ℝ => dipoleField m (d + t • axis i) j)
    (f' := fun t : ℝ =>
      3 * (m i * (d j + t * axis i j) + (m ⬝ᵥ d + t * m i) * axis i j + m j * (d i + t * 1))
          * invDist (d + t • axis i) ^ 5
        - 15 * ((m ⬝ᵥ d + t * m i) * (d j + t * axis i j) * (d i + t * 1))
          * invDist (d + t • axis i) ^ 7) ?_ ?_
  · simpa only [h0, neg_smul, ← sub_eq_add_neg] using key
  · -- first derivative along the axis
    filter_upwards [hne] with t ht
    simp only [dipoleField, dot_shift, Pi.add_apply, Pi.smul_apply, smul_eq_mul]
    refine (((((hl (m ⬝ᵥ d) (m i) t).fun_mul (hl (d j) (axis i j) t)).const_mul 3).fun_mul
      (hU t ht 4)).fun_sub ((hU t ht 2).const_mul (m j))).congr_deriv ?_
    push_cast
    ring
  · -- second derivative at the site
    have ht : d + (0 : ℝ) • axis i ≠ 0 := by rw [h0]; exact hd
    refine ((((((hl (d j) (axis i j) 0).const_mul (m i)).fun_add
      ((hl (m ⬝ᵥ d) (m i) 0).mul_const (axis i j))).fun_add
      ((hl (d i) 1 0).const_mul (m j))).const_mul 3).fun_mul (hU 0 ht 4)).fun_sub
      (((((hl (m ⬝ᵥ d) (m i) 0).fun_mul (hl (d j) (axis i j) 0)).fun_mul
      (hl (d i) 1 0)).const_mul 15).fun_mul (hU 0 ht 6)) |>.congr_deriv ?_
    simp only [h0, curvature]
    push_cast
    ring

/-- Laplace's equation for the dipole field: at `d ≠ 0` the curvatures along the three axes
sum to zero. -/
theorem curvature_sum (m : Fin 3 → ℝ) {d : Fin 3 → ℝ} (hd : d ≠ 0) (j : Fin 3) :
    ∑ i, curvature m d i j = 0 := by
  have hpos := dot_self_pos hd
  have hu : invDist d ^ 2 * (d ⬝ᵥ d) = 1 := by
    rw [invDist, div_pow, Real.sq_sqrt hpos.le, one_pow, one_div_mul_cancel hpos.ne']
  have hdot : ∀ v : Fin 3 → ℝ, v ⬝ᵥ d = v 0 * d 0 + v 1 * d 1 + v 2 * d 2 := fun v => by
    simp only [dotProduct, Fin.sum_univ_three]
  have hax : ∀ v : Fin 3 → ℝ, v 0 * axis 0 j + v 1 * axis 1 j + v 2 * axis 2 j = v j := by
    intro v
    fin_cases j <;> simp [axis]
  rw [hdot d] at hu
  simp only [Fin.sum_univ_three, curvature]
  linear_combination 6 * invDist d ^ 5 * hax m - 30 * (m ⬝ᵥ d) * invDist d ^ 7 * hax d
    + 30 * d j * invDist d ^ 7 * hdot m
    + (105 * (m ⬝ᵥ d) * d j * invDist d ^ 7 - 15 * m j * invDist d ^ 5) * hu

/-- With no dipole at `r`, the second difference of the total field along one axis, divided by
`h²`, tends to the sum of the curvatures of the single dipole fields. -/
theorem field_second_difference {ι : Type*} [Fintype ι] (m : ι → Fin 3 → ℝ)
    {R : ι → Fin 3 → ℝ} {r : Fin 3 → ℝ} (hR : ∀ k, R k ≠ r) (i j : Fin 3) :
    Tendsto (fun h : ℝ => (totalField m R (r + h • axis i) j + totalField m R (r - h • axis i) j
      - 2 * totalField m R r j) / h ^ 2) (𝓝[≠] 0)
      (𝓝 (∑ k, curvature (m k) (r - R k) i j)) := by
  have hsum := tendsto_finsetSum Finset.univ fun k _ =>
    dipole_second_difference (m k) (sub_ne_zero.mpr (hR k).symm) i j
  refine hsum.congr fun h => ?_
  have e1 : ∀ k, r + h • axis i - R k = r - R k + h • axis i := fun k => by abel
  have e2 : ∀ k, r - h • axis i - R k = r - R k - h • axis i := fun k => by abel
  simp only [totalField, e1, e2, ← Finset.sum_div, Finset.sum_sub_distrib,
    Finset.sum_add_distrib, ← Finset.mul_sum]

/-- For finitely many point dipoles, none at the muon site `r`, the six-point average of the
field minus the field at `r`, divided by `h²`, tends to zero as `h → 0`. -/
theorem isotropic_spreading_no_shift {ι : Type*} [Fintype ι] (m : ι → Fin 3 → ℝ)
    {R : ι → Fin 3 → ℝ} {r : Fin 3 → ℝ} (hR : ∀ k, R k ≠ r) :
    Tendsto (fun h : ℝ => (h ^ 2)⁻¹ •
      (sixPointAverage (totalField m R) r h - totalField m R r)) (𝓝[≠] 0) (𝓝 0) := by
  refine tendsto_pi_nhds.mpr fun j => ?_
  have hlim := (tendsto_finsetSum Finset.univ fun i _ =>
    field_second_difference m hR i j).div_const 6
  -- the limit vanishes dipole by dipole
  have hz : (∑ i, ∑ k, curvature (m k) (r - R k) i j) / 6 = 0 := by
    rw [Finset.sum_comm, Finset.sum_eq_zero fun k _ =>
      curvature_sum (m k) (sub_ne_zero.mpr (hR k).symm) j, zero_div]
  rw [hz] at hlim
  refine hlim.congr fun h => ?_
  simp only [sixPointAverage, Fin.sum_univ_three, Pi.smul_apply, Pi.sub_apply, Pi.add_apply,
    smul_eq_mul]
  ring

/-- For a unit dipole along `z` at the point `e_z`, the average of `B_z` over the two points
`±h e_z` minus `B_z` at the origin, divided by `h²`, tends to `12`. -/
theorem uniaxial_spreading_shift :
    Tendsto (fun h : ℝ =>
      ((totalField (fun _ : Unit => axis 2) (fun _ => axis 2) (h • axis 2) 2
        + totalField (fun _ : Unit => axis 2) (fun _ => axis 2) (-(h • axis 2)) 2) / 2
        - totalField (fun _ : Unit => axis 2) (fun _ => axis 2) 0 2) / h ^ 2)
      (𝓝[≠] 0) (𝓝 12) := by
  have hax : axis 2 ≠ 0 := by
    intro h
    have h2 := congrFun h 2
    simp [axis] at h2
  have hlim := (field_second_difference (fun _ : Unit => axis 2) (R := fun _ => axis 2)
    (r := 0) (fun _ => hax) 2 2).div_const 2
  have hv : (∑ _k : Unit, curvature (axis 2) (0 - axis 2) 2 2) / 2 = 12 := by
    norm_num [curvature, invDist, axis]
  rw [← hv]
  refine hlim.congr fun t => ?_
  simp only [zero_add, zero_sub]
  ring

end

end MuonDipolarSpreading
```

```lean
#print axioms MuonDipolarSpreading.isotropic_spreading_no_shift
#print axioms MuonDipolarSpreading.uniaxial_spreading_shift
```

```
'MuonDipolarSpreading.isotropic_spreading_no_shift' depends on axioms: [propext, Classical.choice, Quot.sound]
'MuonDipolarSpreading.uniaxial_spreading_shift' depends on axioms: [propext, Classical.choice, Quot.sound]
```

### What the six-point limit says

The main theorem is `isotropic_spreading_no_shift`. Vectors are functions `Fin 3 → ℝ`, with axes numbered 0, 1, 2, so that `axis 2` is $e_z$. The finite type `ι` labels the dipoles, `m k` is a moment and `R k` its position. The moments are arbitrary, and your muon at the origin is the case `r = 0`.

The hypothesis `hR : ∀ k, R k ≠ r` says that no dipole sits at the muon site, where the point-dipole formula would be singular. Nothing is required of the six displaced points, because for small enough $h$ they avoid the dipoles too. The filter `𝓝[≠] 0` means that $h$ tends to zero through nonzero values of either sign, and the limit `𝓝 0` is the zero vector: all three field components lose their $h^2$ shift.

The second theorem, `uniaxial_spreading_shift`, is your calculation: spreading over $\pm h e_z$ alone gives a quotient that tends to 12. So spreading along one axis alone can shift the average at order $h^2$.

For muon spectroscopy this means that a small, equal spread over these six points gives no correction of order $h^2$ to a dipolar field computed at a fixed site, provided that the sources are finitely many fixed classical point dipoles. The six points stand in for the muon's zero-point distribution; no wavefunction is averaged. The model also has no contact hyperfine field, no infinite lattice sum and no response of the moments or the lattice to the muon. Nor does the limit say how large the shift is at a given finite $h$.

### From the slope of $1/|d|$ to the vanishing limit

`dot_shift` records that a step $t$ along axis $i$ changes $m\cdot d$ by $t\,m_i$, and `dot_self_pos` that $|d|^2>0$ when $d\ne0$. With these, `invDist_hasDerivAt` writes the squared distance as $|d|^2+2td_i+t^2$ and differentiates the inverse square root, which gives $\partial_iu=-d_iu^3$ at every nonzero point of the line.

`second_difference_tendsto` is the l'Hôpital step. It needs `f'` to be the derivative of `f` near zero and to have derivative `c` at zero. Inside it, `hdiv` recognises $[f'(t)-f'(-t)]/(2t)$ as half a difference quotient of the function $f'(t)-f'(-t)$, whose derivative at zero is $2c$.

`dipole_second_difference` applies this to one dipole. The auxiliary statement `hU` is the power rule for $u^n$. The function supplied as `f'` is the first derivative displayed above, taken at $d+te_i$. Two goals remain: that it is the first derivative near zero, and that its own derivative at zero is `curvature`. Each is settled by the product rule, with `ring` collecting the terms.

`curvature_sum` is the cancellation. Its three ingredients are `hu`, which is $u^2|d|^2=1$; `hdot`, which writes out $v\cdot d$; and `hax`, which is $\sum_i v_i\delta_{ij}=v_j$. The `linear_combination` line states how much of each is needed to reduce the sum to zero.

`field_second_difference` adds the limits over the dipoles, using that the displacement from dipole $k$ is `r - R k`. The main theorem then works component by component: it sums over the axes, divides by 6, and exchanges the two sums with `Finset.sum_comm` so that `curvature_sum` removes each dipole's contribution separately.

For `uniaxial_spreading_shift` only the curvature of $B_z$ along $z$ enters. At displacement $-e_z$ it equals 24, and the two-point average halves it to 12.
